# Three-pair Richardson amplitudes are determinant ratios when all level energies and pair parameters are distinct

A state of electron pairs is represented here by its amplitudes: a function that assigns a complex number to every finite set of doubly occupied levels. A geminal creator acts on such functions by adding one pair. The amplitude of three pairs on three levels is then computed from three creators acting on the vacuum, and its form as a permanent is a result instead of a definition.

Let the levels have energies ε_i, and let y_0, y_1, y_2 be three complex pair parameters. Creator number a puts a pair on level i with coefficient 1/(ε_i − y_a). For three chosen levels with energies x_0, x_1, x_2, these coefficients form the Cauchy matrix

C_ij = 1/(x_i − y_j), with i, j = 0, 1, 2.

Its permanent, perm C, is the determinant sum with all signs positive. In seniority-zero electronic structure methods, the overlap of a product of geminals with a closed-shell determinant built from the same orthonormal orbitals is the permanent of a matrix of geminal coefficients. For three pairs with the coefficients above, parts (a) to (i) turn it into a quotient of two determinants, provided that the three x_i and the three y_j are six different numbers.

The parameters y_a are arbitrary complex numbers. No Hamiltonian appears, and the Richardson equations, which would make the state an eigenstate of the reduced pairing Hamiltonian, are not imposed. If a coefficient is written 1/(2ε_i − E_a), the energy used here stands for 2ε_i, the energy of a pair in the level. The state is not normalised.

```lean
import Mathlib

open Matrix

namespace RichardsonGeminals

noncomputable section
```

In the code, `x` and `y` are functions on `Fin 3`, so indices run over 0, 1, 2. Rows of `cauchyMatrix` belong to levels and columns to pair parameters.

```lean
/-- The Cauchy matrix of geminal coefficients `1 / (x i - y j)` for three level energies `x`
and three pair parameters `y`. -/
def cauchyMatrix (x y : Fin 3 → ℂ) : Matrix (Fin 3) (Fin 3) ℂ :=
  Matrix.of fun i j => (x i - y j)⁻¹
```

## (a) The six products of a 3×3 permanent

Write out perm A for a complex 3×3 matrix A.

The permanent sums, over all permutations of three objects, the product of one entry from each row and column. The six permutations give

perm A = A_00 A_11 A_22 + A_00 A_12 A_21 + A_01 A_10 A_22 + A_01 A_12 A_20 + A_02 A_10 A_21 + A_02 A_11 A_20.

The code starts from Mathlib's general permanent. It lists the six permutations, has `decide` confirm that the list is complete, and evaluates the sum term by term.

```lean
/-- The permanent of a 3×3 matrix written out as its six products. -/
theorem permanent_fin_three (A : Matrix (Fin 3) (Fin 3) ℂ) :
    A.permanent = A 0 0 * A 1 1 * A 2 2 + A 0 0 * A 1 2 * A 2 1 + A 0 1 * A 1 0 * A 2 2
      + A 0 1 * A 1 2 * A 2 0 + A 0 2 * A 1 0 * A 2 1 + A 0 2 * A 1 1 * A 2 0 := by
  -- list the six permutations of three objects
  have h : (Finset.univ : Finset (Equiv.Perm (Fin 3))) =
      {1, Equiv.swap 0 1, Equiv.swap 0 2, Equiv.swap 1 2,
        Equiv.swap 0 1 * Equiv.swap 1 2, Equiv.swap 1 2 * Equiv.swap 0 1} := by decide
  rw [Matrix.permanent, h, Finset.sum_insert (by decide), Finset.sum_insert (by decide),
    Finset.sum_insert (by decide), Finset.sum_insert (by decide),
    Finset.sum_insert (by decide), Finset.sum_singleton]
  simp [Fin.prod_univ_three, Equiv.swap_apply_def]
  ring
```

## (b) Determinant times permanent for entrywise inverses

Let D be a 3×3 matrix without zero entries, and set C_ij = 1/D_ij. Show that

det C · perm C = det(C_ij²) + 2 Π det D,

where Π is the product of all nine entries of C.

Name the three products that enter det C with a plus sign

p_0 = C_00 C_11 C_22, p_1 = C_01 C_12 C_20, p_2 = C_02 C_10 C_21,

and the three that enter with a minus sign

q_0 = C_00 C_12 C_21, q_1 = C_01 C_10 C_22, q_2 = C_02 C_11 C_20.

With P = p_0 + p_1 + p_2 and Q = q_0 + q_1 + q_2, the determinant is P − Q and the permanent is P + Q. Their product is P² − Q². The squares of single terms give

p_0² + p_1² + p_2² − q_0² − q_1² − q_2² = det(C_ij²).

The cross terms are

2(p_0 p_1 + p_0 p_2 + p_1 p_2) − 2(q_0 q_1 + q_0 q_2 + q_1 q_2).

The three p's together use each of the nine entries once, and so do the three q's, so that p_0 p_1 p_2 = q_0 q_1 q_2 = Π. Hence p_0 p_1 = Π/p_2, and 1/p_2 = D_02 D_10 D_21 is one of the positive products in det D. The other terms behave in the same way, and the cross terms add up to 2 Π det D.

In the statement, `D.map (fun z => z⁻¹)` is C, and a further map with `z ^ 2` squares each entry, which differs from squaring the matrix. The proof expands everything by entries; `field_simp` clears the denominators, using the nine nonzero conditions, and `ring` compares the polynomials.

```lean
/-- For a 3×3 matrix `D` without zero entries and its entrywise inverse `C`, the product of `det C`
and the permanent of `C` equals the determinant of the entrywise square of `C` plus twice the
product of all entries of `C` times `det D`. -/
theorem det_mul_permanent_inv (D : Matrix (Fin 3) (Fin 3) ℂ) (hD : ∀ i j, D i j ≠ 0) :
    (D.map (fun z => z⁻¹)).det * (D.map (fun z => z⁻¹)).permanent =
      ((D.map (fun z => z⁻¹)).map (fun z => z ^ 2)).det
        + 2 * (∏ i, ∏ j, (D i j)⁻¹) * D.det := by
  have h00 := hD 0 0
  have h01 := hD 0 1
  have h02 := hD 0 2
  have h10 := hD 1 0
  have h11 := hD 1 1
  have h12 := hD 1 2
  have h20 := hD 2 0
  have h21 := hD 2 1
  have h22 := hD 2 2
  rw [permanent_fin_three]
  simp only [Matrix.det_fin_three, Matrix.map_apply, Fin.prod_univ_three]
  field_simp
  ring
```

## (c) When the extra term vanishes

Under the same assumptions, show that det C · perm C = det(C_ij²) holds exactly when det D = 0.

By part (b), the two sides differ by 2 Π det D. Each factor of Π is the inverse of a nonzero number, so 2Π ≠ 0, and the difference vanishes if and only if det D does.

In the code, `hP` records Π ≠ 0. The forward direction isolates the extra term with `linear_combination` and cancels 2Π; the backward direction substitutes det D = 0.

```lean
/-- For a 3×3 matrix `D` without zero entries and its entrywise inverse `C`, the product of `det C`
and the permanent of `C` equals the determinant of the entrywise square of `C` exactly when `det D =
0`. -/
theorem det_mul_permanent_iff (D : Matrix (Fin 3) (Fin 3) ℂ) (hD : ∀ i j, D i j ≠ 0) :
    (D.map (fun z => z⁻¹)).det * (D.map (fun z => z⁻¹)).permanent =
      ((D.map (fun z => z⁻¹)).map (fun z => z ^ 2)).det ↔ D.det = 0 := by
  rw [det_mul_permanent_inv D hD]
  have hP : (∏ i, ∏ j, (D i j)⁻¹) ≠ 0 :=
    Finset.prod_ne_zero_iff.mpr fun i _ =>
      Finset.prod_ne_zero_iff.mpr fun j _ => inv_ne_zero (hD i j)
  constructor
  · intro h
    have h0 : 2 * (∏ i, ∏ j, (D i j)⁻¹) * D.det = 0 := by linear_combination h
    exact (mul_eq_zero.mp h0).resolve_left (mul_ne_zero two_ne_zero hP)
  · intro h
    rw [h, mul_zero, add_zero]
```

## (d) The Cauchy matrix for three pairs

Suppose x_i ≠ y_j for all i and j. Show that

det C · perm C = det(C_ij²).

Here D_ij = x_i − y_j. Subtracting row 0 from rows 1 and 2 turns them into (x_1 − x_0)(1, 1, 1) and (x_2 − x_0)(1, 1, 1). These are proportional, so det D = 0, and part (c) gives the identity. Neither the x_i nor the y_j need to be distinct among themselves.

Borchardt's identity is this equation for Cauchy matrices of every size. The theorem below is its 3×3 case, and the route through det D is tied to that size, because the pairing of products in part (b) relies on it.

The code obtains `hdet` by expanding the determinant, where all terms cancel, and then applies part (c) to the matrix of differences.

```lean
/-- Borchardt's identity for three pairs: if no level energy equals a pair parameter, the
determinant times the permanent of the Cauchy matrix is the determinant of the matrix of its squared
entries. -/
theorem borchardt_three (x y : Fin 3 → ℂ) (hxy : ∀ i j, x i ≠ y j) :
    (cauchyMatrix x y).det * (cauchyMatrix x y).permanent =
      ((cauchyMatrix x y).map (fun z => z ^ 2)).det := by
  -- the matrix of differences has rank at most two
  have hdet : (Matrix.of fun i j => x i - y j : Matrix (Fin 3) (Fin 3) ℂ).det = 0 := by
    simp only [Matrix.det_fin_three, Matrix.of_apply]
    ring
  exact (det_mul_permanent_iff (Matrix.of fun i j => x i - y j)
    (fun i j => sub_ne_zero.mpr (hxy i j))).mpr hdet
```

## (e) The Cauchy determinant in closed form

Under the same condition, show that

det C = (x_0 − x_1)(x_0 − x_2)(x_1 − x_2)(y_1 − y_0)(y_2 − y_0)(y_2 − y_1) / ∏_ij (x_i − y_j).

Subtract column 0 from columns 1 and 2. The new entries are

1/(x_i − y_j) − 1/(x_i − y_0) = (y_j − y_0) / ((x_i − y_j)(x_i − y_0)).

Take (y_1 − y_0)(y_2 − y_0) out of the columns and 1/(x_i − y_0) out of each row i. What remains is the determinant with rows (1, 1/(x_i − y_1), 1/(x_i − y_2)). Now subtract row 0 from rows 1 and 2:

1/(x_i − y_j) − 1/(x_0 − y_j) = (x_0 − x_i) / ((x_i − y_j)(x_0 − y_j)).

Take out (x_0 − x_1)(x_0 − x_2) and, from columns 1 and 2, the factors 1/(x_0 − y_1) and 1/(x_0 − y_2). The remaining 2×2 determinant has entries 1/(x_i − y_j) with i, j = 1, 2. Over the common denominator of its four factors, its numerator is

(x_1 − y_2)(x_2 − y_1) − (x_1 − y_1)(x_2 − y_2) = (x_1 − x_2)(y_2 − y_1).

Collecting the factors gives the formula. The code skips the row and column operations: it expands both sides, clears denominators and compares polynomials.

```lean
/-- The Cauchy determinant for three levels and three pair parameters in closed form, if no level
energy equals a pair parameter. -/
theorem det_cauchyMatrix (x y : Fin 3 → ℂ) (hxy : ∀ i j, x i ≠ y j) :
    (cauchyMatrix x y).det =
      (x 0 - x 1) * (x 0 - x 2) * (x 1 - x 2) * ((y 1 - y 0) * (y 2 - y 0) * (y 2 - y 1))
        / ∏ i, ∏ j, (x i - y j) := by
  have h00 := sub_ne_zero.mpr (hxy 0 0)
  have h01 := sub_ne_zero.mpr (hxy 0 1)
  have h02 := sub_ne_zero.mpr (hxy 0 2)
  have h10 := sub_ne_zero.mpr (hxy 1 0)
  have h11 := sub_ne_zero.mpr (hxy 1 1)
  have h12 := sub_ne_zero.mpr (hxy 1 2)
  have h20 := sub_ne_zero.mpr (hxy 2 0)
  have h21 := sub_ne_zero.mpr (hxy 2 1)
  have h22 := sub_ne_zero.mpr (hxy 2 2)
  simp only [cauchyMatrix, Matrix.det_fin_three, Matrix.of_apply, Fin.prod_univ_three]
  field_simp
  ring
```

## (f) When the ratio has a nonzero denominator

Still with x_i ≠ y_j throughout, show that det C ≠ 0 exactly when the three x_i are distinct and the three y_j are distinct.

If two x_i coincide, C has two equal rows; if two y_j coincide, it has two equal columns. In both cases det C = 0. If all x_i are distinct and all y_j are distinct, every factor in the numerator of part (e) is nonzero, and so is det C.

Distinctness is written as `Function.Injective`. The two halves of the proof follow these two arguments.

```lean
/-- If no level energy equals a pair parameter, the Cauchy determinant is nonzero exactly when the
three level energies are distinct and the three pair parameters are distinct. -/
theorem det_cauchyMatrix_ne_zero_iff (x y : Fin 3 → ℂ) (hxy : ∀ i j, x i ≠ y j) :
    (cauchyMatrix x y).det ≠ 0 ↔ Function.Injective x ∧ Function.Injective y := by
  constructor
  · -- coinciding energies or parameters give equal rows or columns
    intro h
    refine ⟨fun i j e => ?_, fun i j e => ?_⟩
    · by_contra hij
      exact h (Matrix.det_zero_of_row_eq hij (by ext k; simp [cauchyMatrix, e]))
    · by_contra hij
      exact h (Matrix.det_zero_of_column_eq hij (by intro k; simp [cauchyMatrix, e]))
  · rintro ⟨hx, hy⟩
    have X : ∀ i j, i ≠ j → x i - x j ≠ 0 := fun i j h => sub_ne_zero.mpr (hx.ne h)
    have Y : ∀ i j, i ≠ j → y i - y j ≠ 0 := fun i j h => sub_ne_zero.mpr (hy.ne h)
    rw [det_cauchyMatrix x y hxy]
    refine div_ne_zero (mul_ne_zero
      (mul_ne_zero (mul_ne_zero (X 0 1 (by decide)) (X 0 2 (by decide))) (X 1 2 (by decide)))
      (mul_ne_zero (mul_ne_zero (Y 1 0 (by decide)) (Y 2 0 (by decide))) (Y 2 1 (by decide)))) ?_
    exact Finset.prod_ne_zero_iff.mpr fun i _ =>
      Finset.prod_ne_zero_iff.mpr fun j _ => sub_ne_zero.mpr (hxy i j)
```

## Pair states on an arbitrary set of levels

The type `L` labels the levels and may be finite or infinite. With infinitely many levels, the amplitudes need not be square-summable, and the function is then not a normalisable state. A configuration is a finite set S of doubly occupied levels, so no level can hold two pairs. The vacuum has amplitude 1 on the empty set and 0 elsewhere.

```lean
variable {L : Type*} [DecidableEq L]

/-- The pair vacuum: amplitude one on the configuration without pairs, zero elsewhere. -/
def vacuum (S : Finset L) : ℂ := if S = ∅ then 1 else 0
```

A creator with coefficients g_i acts on a state ψ by

(Gψ)(S) = Σ_{i∈S} g_i ψ(S without i).

Each term is one way in which the last pair could have arrived.

```lean
/-- The geminal creator with coefficients `g` acting on a seniority-zero state `ψ`, evaluated
at the set `S` of doubly occupied levels. -/
def createGeminal (g : L → ℂ) (ψ : Finset L → ℂ) (S : Finset L) : ℂ :=
  ∑ i ∈ S, g i * ψ (S.erase i)
```

The Richardson state applies three creators to the vacuum, with y_0 outermost.

```lean
/-- The three-pair Richardson state with level energies `ε` and pair parameters `y`. -/
def richardsonState (ε : L → ℂ) (y : Fin 3 → ℂ) : Finset L → ℂ :=
  createGeminal (fun i => (ε i - y 0)⁻¹) (createGeminal (fun i => (ε i - y 1)⁻¹)
    (createGeminal (fun i => (ε i - y 2)⁻¹) vacuum))
```

For finitely many levels, the same state could be built in the full fermionic Fock space, with a pair operator made of two electron creation operators for each level. That model would also contain broken pairs, and the anticommutation rules would be needed to show that pair operators commute and square to zero. With the electrons ordered pair by pair, the amplitudes would be the same.

## (g) Two geminals on two levels

For creators with coefficients g and h and two distinct levels i and j, find the amplitude on {i, j}.

One creator gives the amplitude h_k on {k}, since removing k leaves the vacuum configuration. For two creators, the outer pair sits on i or on j:

amplitude = g_i h_j + g_j h_i.

In the code, `one` is the single-pair result, and `e1` and `e2` describe the set after one level is removed.

```lean
/-- Two geminals put pairs on two distinct levels with the symmetrised product amplitude. -/
theorem two_geminals (g h : L → ℂ) {i j : L} (hij : i ≠ j) :
    createGeminal g (createGeminal h vacuum) {i, j} = g i * h j + g j * h i := by
  have one : ∀ k : L, createGeminal h vacuum {k} = h k := by
    intro k
    simp [createGeminal, vacuum]
  have e1 : ({i, j} : Finset L).erase i = {j} := by
    ext a; simp only [Finset.mem_erase, Finset.mem_insert, Finset.mem_singleton]; grind
  have e2 : ({i, j} : Finset L).erase j = {i} := by
    ext a; simp only [Finset.mem_erase, Finset.mem_insert, Finset.mem_singleton]; grind
  rw [createGeminal, Finset.sum_pair hij, e1, e2, one, one]
```

## (h) The three-pair amplitude is a permanent

Let s_0, s_1, s_2 be three distinct levels, and take x_i to be the energy of s_i. Show that the amplitude of the Richardson state on these levels is perm C.

The outermost creator, with parameter y_0, places its pair on one of the three levels. Part (g) supplies the amplitude of the other two pairs:

C_00 (C_11 C_22 + C_21 C_12) + C_10 (C_01 C_22 + C_21 C_02) + C_20 (C_01 C_12 + C_11 C_02).

Multiplied out, these are the six products of part (a).

The code follows this sum: `e0`, `e1` and `e2` remove one level each, `two_geminals` is applied three times, and `ring` matches the products. The theorem does not assume ε_i ≠ y_a, because Lean sets 1/0 = 0; it has its physical meaning only away from these poles.

```lean
/-- The amplitude of the Richardson state on three distinct levels is the permanent of their
Cauchy matrix. -/
theorem richardsonState_eq_permanent (ε : L → ℂ) (y : Fin 3 → ℂ) (s : Fin 3 → L)
    (hs : Function.Injective s) :
    richardsonState ε y {s 0, s 1, s 2} =
      (cauchyMatrix (fun i => ε (s i)) y).permanent := by
  have h01 : s 0 ≠ s 1 := hs.ne (by decide)
  have h02 : s 0 ≠ s 2 := hs.ne (by decide)
  have h12 : s 1 ≠ s 2 := hs.ne (by decide)
  -- removing one pair leaves a two-pair configuration
  have e0 : ({s 0, s 1, s 2} : Finset L).erase (s 0) = {s 1, s 2} := by
    ext a; simp only [Finset.mem_erase, Finset.mem_insert, Finset.mem_singleton]; grind
  have e1 : ({s 0, s 1, s 2} : Finset L).erase (s 1) = {s 0, s 2} := by
    ext a; simp only [Finset.mem_erase, Finset.mem_insert, Finset.mem_singleton]; grind
  have e2 : ({s 0, s 1, s 2} : Finset L).erase (s 2) = {s 0, s 1} := by
    ext a; simp only [Finset.mem_erase, Finset.mem_insert, Finset.mem_singleton]; grind
  rw [permanent_fin_three, richardsonState, createGeminal,
    Finset.sum_insert (by simp [h01, h02]), Finset.sum_pair h12, e0, e1, e2,
    two_geminals _ _ h12, two_geminals _ _ h02, two_geminals _ _ h01]
  simp only [cauchyMatrix, Matrix.of_apply]
  ring
```

## (i) The amplitude as a ratio of determinants

Suppose that the three chosen levels have distinct energies, that the three pair parameters are distinct, and that no chosen energy equals a parameter. Show that

amplitude = det(C_ij²) / det C.

By part (h) the amplitude is perm C, by part (d) det C · perm C = det(C_ij²), and by part (f) det C ≠ 0. Division gives the result.

The conditions on the energies concern only the three chosen levels; other levels may be degenerate. For the creators to be defined on all levels, however, no level energy may equal a pair parameter. If two chosen levels share an energy, det C vanishes and the ratio is unusable, while the permanent of part (h) still gives the amplitude.

In the code, `hε` and `hy` are the two distinctness conditions and `hne` keeps energies and parameters apart. Distinct energies imply distinct levels, which is `hs`, and `eq_div_iff` turns the quotient into the product identity of part (d).

```lean
/-- The amplitude of the three-pair Richardson state on three levels of distinct energy is a
ratio of two determinants, for distinct pair parameters that avoid these energies. -/
theorem richardsonState_eq_det_ratio (ε : L → ℂ) (y : Fin 3 → ℂ) (s : Fin 3 → L)
    (hε : Function.Injective fun i => ε (s i)) (hy : Function.Injective y)
    (hne : ∀ i j, ε (s i) ≠ y j) :
    richardsonState ε y {s 0, s 1, s 2} =
      ((cauchyMatrix (fun i => ε (s i)) y).map (fun z => z ^ 2)).det
        / (cauchyMatrix (fun i => ε (s i)) y).det := by
  have hs : Function.Injective s := fun a b h => hε (congrArg ε h)
  have hdet := (det_cauchyMatrix_ne_zero_iff (fun i => ε (s i)) y hne).mpr ⟨hε, hy⟩
  rw [eq_div_iff hdet, richardsonState_eq_permanent ε y s hs, mul_comm]
  exact borchardt_three (fun i => ε (s i)) y hne

end

end RichardsonGeminals
```

```lean
#print axioms RichardsonGeminals.richardsonState_eq_det_ratio
-- 'RichardsonGeminals.richardsonState_eq_det_ratio' depends on axioms: [propext, Classical.choice, Quot.sound]
```
